# Equal dimensions of the intrinsic-atomic-orbital span and the minimal basis space when the basis projections are injective

In a finite-dimensional real or complex inner product space, let `B1` be the main basis space, `B2` the minimal basis space and `V` the occupied space, with `V` contained in `B1`. The intrinsic atomic orbitals span the image of `B2` under [O O' + (1 − O)(1 − O')] P1, where P1 projects orthogonally on `B1`, O on `V`, and O' on the image of `V` under projection to `B2` and back to `B1`. The theorem `finrank_iaoSpace` says that this span has the same dimension as `B2`, provided that projection on `B2` is injective on `V` and P1 is injective on `B2`. The proof writes the span as the range of the map restricted to `B2` and shows that this restriction is injective: by an earlier lemma, a vector sent to zero is already annihilated by P1, so if it lies in `B2` it is zero.

As first written in Lean, the proof fails:

```lean
import Mathlib

open Module

namespace IntrinsicAtomicOrbitals

noncomputable section

variable {𝕜 E : Type*} [RCLike 𝕜] [NormedAddCommGroup E] [InnerProductSpace 𝕜 E]
  [FiniteDimensional 𝕜 E]

/-- The orthogonal projector on a subspace, as a linear operator on the whole space. -/
def proj (U : Submodule 𝕜 E) : E →ₗ[𝕜] E := (U.starProjection : E →ₗ[𝕜] E)

/-- The depolarized occupied space `P1 P2 V`: occupied orbitals projected on the minimal
basis `B2` and back on the main basis `B1`. -/
def depolarized (B1 B2 V : Submodule 𝕜 E) : Submodule 𝕜 E :=
  V.map (proj B1 ∘ₗ proj B2)

/-- The operator `[O O' + (1 - O)(1 - O')] P1`, where `O` projects on the occupied space `V`
and `O'` on the depolarized occupied space. -/
def iaoMap (B1 B2 V : Submodule 𝕜 E) : E →ₗ[𝕜] E :=
  (proj V ∘ₗ proj (depolarized B1 B2 V) +
    (LinearMap.id - proj V) ∘ₗ (LinearMap.id - proj (depolarized B1 B2 V))) ∘ₗ proj B1

/-- The span of the intrinsic atomic orbitals: the image of the minimal basis space `B2`
under the map `iaoMap`. -/
def iaoSpace (B1 B2 V : Submodule 𝕜 E) : Submodule 𝕜 E :=
  B2.map (iaoMap B1 B2 V)

/-- A projected vector lies in the subspace projected on. -/
theorem proj_mem (U : Submodule 𝕜 E) (x : E) : proj U x ∈ U :=
  U.starProjection_apply_mem x

/-- A projector leaves the vectors of its subspace unchanged. -/
theorem proj_of_mem {U : Submodule 𝕜 E} {x : E} (hx : x ∈ U) : proj U x = x :=
  Submodule.starProjection_eq_self_iff.mpr hx

/-- An orthogonal projector is self-adjoint. -/
theorem proj_inner (U : Submodule 𝕜 E) (x y : E) :
    inner 𝕜 (proj U x) y = inner 𝕜 x (proj U y) := by
  change inner 𝕜 (U.starProjection x) y = inner 𝕜 x (U.starProjection y)
  rw [Submodule.inner_starProjection_left_eq_right]

/-- If `V ≤ B1` and `v` is an occupied orbital, the matrix element of `O P1 P2` between `v` and `u`
is the overlap of their projections on the minimal basis. -/
theorem inner_compression {B1 B2 V : Submodule 𝕜 E} (hV : V ≤ B1) {v : E} (hv : v ∈ V)
    (u : E) :
    inner 𝕜 v (proj V (proj B1 (proj B2 u))) = inner 𝕜 (proj B2 v) (proj B2 u) := by
  rw [← proj_inner V v, proj_of_mem hv, ← proj_inner B1 v, proj_of_mem (hV hv),
    proj_inner B2 v (proj B2 u), proj_of_mem (proj_mem B2 u)]

/-- For any vector `x`, the projection of `iaoMap B1 B2 V x` on the occupied space is `O O' P1 x`.
-/
theorem proj_iaoMap (B1 B2 V : Submodule 𝕜 E) (x : E) :
    proj V (iaoMap B1 B2 V x) = proj V (proj (depolarized B1 B2 V) (proj B1 x)) := by
  have hid : ∀ y, proj V (proj V y) = proj V y := fun y => proj_of_mem (proj_mem V y)
  simp only [iaoMap, LinearMap.comp_apply, LinearMap.add_apply, LinearMap.sub_apply,
    LinearMap.id_apply, map_add, map_sub, hid]
  abel

/-- If `V ≤ B1` and `P2` is injective on the occupied space, the intrinsic-atomic-orbital map
annihilates exactly the vectors annihilated by `P1`. -/
theorem iaoMap_eq_zero_iff {B1 B2 V : Submodule 𝕜 E} (hV : V ≤ B1)
    (hinj : Set.InjOn (proj B2) (V : Set E)) (x : E) :
    iaoMap B1 B2 V x = 0 ↔ proj B1 x = 0 := by
  constructor
  · intro h
    have h1 := proj_iaoMap B1 B2 V x
    rw [h, map_zero] at h1
    obtain ⟨u, hu, hux⟩ := proj_mem (depolarized B1 B2 V) (proj B1 x)
    have hux' : proj B1 (proj B2 u) = proj (depolarized B1 B2 V) (proj B1 x) := hux
    -- first the depolarized occupied part of `P1 x` vanishes
    have h2 := inner_compression (B2 := B2) hV hu u
    rw [hux', ← h1, inner_zero_right] at h2
    have h3 : proj B2 u = 0 := inner_self_eq_zero.mp h2.symm
    have h4 : proj (depolarized B1 B2 V) (proj B1 x) = 0 := by
      rw [← hux', h3, map_zero]
    -- then `P1 x` is itself occupied
    have h5 : proj B1 x - proj V (proj B1 x) = 0 := by
      simpa only [iaoMap, LinearMap.comp_apply, LinearMap.add_apply, LinearMap.sub_apply,
        LinearMap.id_apply, h4, map_zero, sub_zero, zero_add] using h
    have hy : proj B1 x ∈ V := by
      rw [sub_eq_zero.mp h5]
      exact proj_mem V _
    -- and it is orthogonal to its own depolarized image
    have h6 : proj (depolarized B1 B2 V) (proj B1 (proj B2 (proj B1 x))) =
        proj B1 (proj B2 (proj B1 x)) := proj_of_mem ⟨proj B1 x, hy, rfl⟩
    have h7 := inner_compression (B2 := B2) hV hy (proj B1 x)
    rw [← proj_inner V, proj_of_mem hy, ← h6, ← proj_inner (depolarized B1 B2 V), h4,
      inner_zero_left] at h7
    have h8 : proj B2 (proj B1 x) = 0 := inner_self_eq_zero.mp h7.symm
    exact hinj hy V.zero_mem (by rw [h8, map_zero])
  · intro h
    simp only [iaoMap, LinearMap.comp_apply, h, map_zero]

/-- If `V ≤ B1`, `P2` is injective on the occupied space and `P1` is injective on the minimal basis
space, the span of the intrinsic atomic orbitals has the dimension of the minimal basis space. -/
theorem finrank_iaoSpace {B1 B2 V : Submodule 𝕜 E} (hV : V ≤ B1)
    (hinj : Set.InjOn (proj B2) (V : Set E)) (hB : Set.InjOn (proj B1) (B2 : Set E)) :
    finrank 𝕜 (iaoSpace B1 B2 V) = finrank 𝕜 B2 := by
  have hr : iaoSpace B1 B2 V = LinearMap.range (iaoMap B1 B2 V ∘ₗ B2.subtype) := by
    unfold iaoSpace
    rw [LinearMap.range_comp, Submodule.range_subtype]
  rw [hr]
  apply LinearMap.finrank_range_of_inj
  rw [injective_iff_map_eq_zero]
  rintro ⟨b, hb⟩ h0
  have h1 : proj B1 b = 0 := (iaoMap_eq_zero_iff hV hinj b).mp h0
  exact Subtype.ext (hB hb B2.zero_mem (by rw [h1, map_zero]))

end

end IntrinsicAtomicOrbitals
```

Compiling this gives:

```
Main.lean:110:51: error: Tactic `rewrite` failed: Did not find an occurrence of the pattern
  ?f 0
in the target expression
  0 = (proj B1) ↑0

𝕜 : Type u_1
E : Type u_2
inst✝³ : RCLike 𝕜
inst✝² : NormedAddCommGroup E
inst✝¹ : InnerProductSpace 𝕜 E
inst✝ : FiniteDimensional 𝕜 E
B1 B2 V : Submodule 𝕜 E
hV : V ≤ B1
hinj : Set.InjOn ⇑(proj B2) ↑V
hB : Set.InjOn ⇑(proj B1) ↑B2
hr : iaoSpace B1 B2 V = (iaoMap B1 B2 V ∘ₗ B2.subtype).range
b : E
hb : b ∈ B2
h0 : (iaoMap B1 B2 V ∘ₗ B2.subtype) ⟨b, hb⟩ = 0
h1 : (proj B1) b = 0
⊢ 0 = (proj B1) ↑0
```

This version goes through:

```diff
@@ -108,5 +108,6 @@
   rintro ⟨b, hb⟩ h0
   have h1 : proj B1 b = 0 := (iaoMap_eq_zero_iff hV hinj b).mp h0
-  exact Subtype.ext (hB hb B2.zero_mem (by rw [h1, map_zero]))
+  have h2 : b = 0 := hB hb B2.zero_mem (by rw [h1, map_zero])
+  exact Subtype.ext h2
 
 end
```

The error is in the last step, where `map_zero` has to close the goal `0 = (proj B1) ↑0`. The lemma rewrites a map applied to a literal `0`, but here the argument is `↑0`, the zero of the subspace `B2` coerced to `E`. The two are equal by definition, but `rw` looks for the pattern `?f 0` syntactically and does not unfold the coercion to find it.

The coercion comes from `Subtype.ext`, which asks for an equality between the underlying vectors of two elements of `B2`, the second of which is `0`. Since `hB hb B2.zero_mem` was elaborated against that equality, the second point in `hB` was taken to be `↑0`.

The repair first proves `h2 : b = 0`, an equation in `E`. The second point is now the plain zero of `E`, so `map_zero` applies. `Subtype.ext h2` is then accepted, because matching `h2` with the expected equality only needs the two zeros to agree by definition.
